# Omitting the Gamma point from a finite mesh creates a threshold in the soft-mode equation

## Stiffnesses, fluctuation term and soft-mode equation

Take a finite mesh of modes labelled by $i$, with bare stiffnesses $l_i>0$ measured from the soft mode at Gamma, whose own bare stiffness is therefore $0$. Before self-consistency the curvature of mode $i$ is $l_i-a$ and that of the Gamma mode is $-a$. Self-consistency shifts all of them by the same amount $r+a$, so that mode $i$ has renormalised stiffness $r+l_i$ and the Gamma mode has $r$. The fluctuation term and the equation for $r$ are

$$F(r)=c\sum_i\frac{1}{r+l_i},\qquad r+a=F(r),\qquad r>0 .$$

Here $-a$ is the bare harmonic curvature at Gamma, so $a>0$ describes a lattice that is unstable in the harmonic approximation. The constant $c>0$ stands for the quartic anharmonic coupling times the temperature. Each term $1/(r+l_i)$ is the classical mean-square displacement of a mode, up to factors absorbed in $c$, as is any mesh normalisation.

With the Gamma point added, the fluctuation term becomes

$$F_\Gamma(r)=\frac{c}{r}+F(r).$$

## Existence of a positive solution on the two meshes

For $c>0$ and all $l_i>0$:

- With Gamma, $r+a=F_\Gamma(r)$ has exactly one solution $r>0$ for every real $a$.
- Without Gamma, $r+a=F(r)$ has a solution $r>0$ if and only if $a<F(0)=c\sum_i 1/l_i$.

"Transition" here means the loss of the positive solution at $a=F(0)$. Two bounds compare the meshes at equal $a$, $c$ and $l_i$. If $r$ solves the equation with Gamma and $s$ solves it without, then $s<r$. Above the threshold, where only the mesh with Gamma has a solution, that solution obeys

$$r<\frac{c}{a-F(0)} .$$

## Mesh choice in a self-consistent phonon solver

A solver for this equation may omit Gamma because its mesh is shifted, or because the term $1/r$ is awkward near $r=0$. In this classical, one-parameter model on a finite mesh, that choice decides whether a temperature scan at fixed $a>0$ can find an instability. Without Gamma, a root search that fails for $a\ge F(0)$ is reporting correctly that there is no positive root. With Gamma, a failed search is a numerical fault, since a positive root exists.

The derivation below also supplies brackets for a root finder. Without Gamma and below the threshold, the root lies in $(0,\,F(0)-a]$. With Gamma, it lies in $(b,\,F_\Gamma(b)-a]$ for $b=c/(|a|+c+1)$.

If a code divides by the number of mesh points, $c$ changes when Gamma is added. The existence results then apply to each mesh with its own $c$. The comparison $s<r$ is proved here for the same $c$ on both meshes. It also holds with this normalisation if the mesh without Gamma is nonempty: $1/r$ exceeds every $1/(r+l_i)$, so adding Gamma raises the mesh average, and the same argument applies. A shifted mesh and a Gamma-centred one also differ in their $l_i$. The existence results apply to each with its own values, but the comparison $s<r$ doesn't cover that case.

## Monotonicity, a bracket and the threshold

**Monotonicity.** Let $r\le s$ with all $r+l_i>0$. Then $1/(s+l_i)\le 1/(r+l_i)$ for each $i$, and summing with $c\ge0$ gives $F(s)\le F(r)$. The same holds for $F_\Gamma$ when $r>0$.

**Uniqueness.** If $r\le s$ both solve the equation, then $s+a=F(s)\le F(r)=r+a$, so $s\le r$ and the two are equal. This applies to either mesh.

**Existence from one inequality.** Suppose that at some $s\ge0$, with all $s+l_i>0$, we have $s+a<F(s)$. Put $R=F(s)-a$, so that $R>s$. Monotonicity gives $F(R)\le F(s)=R+a$. The function $g(x)=F(x)-x$ is continuous on $[s,R]$, with $g(s)>a$ and $g(R)\le a$. Hence $g(r)=a$ for some $r\in[s,R]$. Since $g(s)\ne a$, this $r$ is greater than $s$, and so positive. The argument holds for $F_\Gamma$ as well, with $s>0$.

**With Gamma.** Choose $s=c/(|a|+c+1)$. Then $0<s<1$ and $c/s=|a|+c+1$, so

$$F_\Gamma(s)\ge |a|+c+1>a+s .$$

The previous step gives a solution, and monotonicity makes it unique.

**Without Gamma.** If $a<F(0)$, the existence step applies at $s=0$. Conversely, a solution $r>0$ satisfies $r+a=F(r)\le F(0)$, so

$$0<r\le F(0)-a ,$$

which forces $a<F(0)$. The same bound shows that $r$ tends to zero as $a$ rises to the threshold.

**Comparison of the meshes.** Let $r$ be the solution with Gamma and $s$ one without. If $r\le s$, then $s+a=F(s)\le F(r)=r+a-c/r<r+a$, which contradicts $r\le s$. Hence $s<r$.

**Tail above the threshold.** If $a>F(0)$, the solution with Gamma satisfies

$$\frac{c}{r}=r+a-F(r)\ge r+a-F(0)>a-F(0)>0,$$

and rearranging gives $r<c/(a-F(0))$.

## The Lean proof and its intermediate value step

`fluctuation_anti` is the monotonicity step, proved term by term, and `IsSoftMode.unique` applies it in both orderings of the two solutions. `exists_softMode` is the existence step. `IsSoftMode.le_threshold_sub` gives the upper bound without Gamma. The main theorem, `mesh_creates_transition`, combines them, using `fluctuation_withGamma` to split off $c/r$. The last two theorems are the comparison and the tail bound; there `linarith` combines the inequalities, and `lt_div_iff₀` clears the denominators in the tail bound.

The central Mathlib device is `intermediate_value_Icc'`. It takes an ordered pair of endpoints and a function continuous on the closed interval between them, and states that every value from the function's value at the right endpoint up to its value at the left endpoint is attained. The prime marks this descending version, which suits $g(x)=F(x)-x$. Three details matter:

- Continuity is required only on $[s,R]$, as `ContinuousOn`. The poles of $F$ at $x=-l_i$ lie to the left of $s$, and `hne` records that no denominator vanishes on the interval.
- The value to be attained is $a$ itself, and `hmem` places it between $g(R)$ and $g(s)$.
- The lemma returns a point of the closed interval, which could be the left endpoint. Without Gamma that endpoint is $0$, which isn't an admissible solution. The step `hne : r ≠ s` excludes it by the strict inequality `hlt`.

```lean
import Mathlib

open Finset

namespace SoftModeMesh

noncomputable section

variable {ι : Type*} [Fintype ι] {a c r s : ℝ} {l : ι → ℝ}

/-- The fluctuation term `c ∑ 1/(r + l i)` of a mesh of modes with bare stiffnesses `l i`,
for `r` with all `r + l i` nonzero. -/
def fluctuation (c : ℝ) (l : ι → ℝ) (r : ℝ) : ℝ := c * ∑ i, 1 / (r + l i)

/-- `r` is a positive solution of the self-consistent soft-mode equation
`r + a = c ∑ 1/(r + l i)`. -/
def IsSoftMode (a c : ℝ) (l : ι → ℝ) (r : ℝ) : Prop :=
  0 < r ∧ r + a = fluctuation c l r

/-- The mesh `l` with the Gamma point, a mode of zero bare stiffness, added. -/
def withGamma (l : ι → ℝ) : Option ι → ℝ := fun o => o.elim 0 l

/-- The Gamma point adds `c / r` to the fluctuation term. -/
theorem fluctuation_withGamma (c : ℝ) (l : ι → ℝ) (r : ℝ) :
    fluctuation c (withGamma l) r = c / r + fluctuation c l r := by
  unfold fluctuation
  rw [Fintype.sum_option]
  simp only [withGamma, Option.elim_none, Option.elim_some, add_zero]
  ring

/-- For `c ≥ 0` the fluctuation term does not grow when `r` is raised, starting from a point
where all the stiffnesses `r + l i` are positive. -/
theorem fluctuation_anti (hc : 0 ≤ c) (h : ∀ i, 0 < r + l i) (hrs : r ≤ s) :
    fluctuation c l s ≤ fluctuation c l r := by
  unfold fluctuation
  refine mul_le_mul_of_nonneg_left (Finset.sum_le_sum fun i _ => ?_) hc
  exact one_div_le_one_div_of_le (h i) (by linarith)

/-- For `c ≥ 0` and nonnegative bare stiffnesses, the soft-mode equation has at most one
positive solution. -/
theorem IsSoftMode.unique (hc : 0 ≤ c) (hl : ∀ i, 0 ≤ l i)
    (hr : IsSoftMode a c l r) (hs : IsSoftMode a c l s) : r = s := by
  obtain ⟨hr0, hr⟩ := hr
  obtain ⟨hs0, hs⟩ := hs
  -- the left side rises with r while the right side does not
  rcases le_total r s with h | h
  · have := fluctuation_anti hc (fun i => add_pos_of_pos_of_nonneg hr0 (hl i)) h
    linarith
  · have := fluctuation_anti hc (fun i => add_pos_of_pos_of_nonneg hs0 (hl i)) h
    linarith

/-- Let `c ≥ 0`. If at some `s ≥ 0`, where all `s + l i` are positive, the fluctuation term
exceeds `s + a`, then the soft-mode equation has a positive solution. -/
theorem exists_softMode (hc : 0 ≤ c) (hs : 0 ≤ s) (h : ∀ i, 0 < s + l i)
    (hlt : s + a < fluctuation c l s) : ∃ r, IsSoftMode a c l r := by
  -- at R = fluctuation(s) - a the inequality is reversed
  obtain ⟨R, hR⟩ : ∃ R, R = fluctuation c l s - a := ⟨_, rfl⟩
  have hsR : s ≤ R := by linarith
  have hanti := fluctuation_anti hc h hsR
  have hcont : ContinuousOn (fun x => fluctuation c l x - x) (Set.Icc s R) := by
    unfold fluctuation
    refine ContinuousOn.sub (ContinuousOn.mul continuousOn_const
      (continuousOn_finsetSum _ fun i _ => ?_)) (by fun_prop)
    have hne : ∀ x ∈ Set.Icc s R, x + l i ≠ 0 := fun x hx => by
      have h1 := h i
      have h2 := hx.1
      exact ne_of_gt (by linarith)
    exact ContinuousOn.div continuousOn_const (by fun_prop) hne
  have hmem : a ∈ Set.Icc (fluctuation c l R - R) (fluctuation c l s - s) :=
    ⟨by linarith, by linarith⟩
  obtain ⟨r, hr, hra⟩ := intermediate_value_Icc' hsR hcont hmem
  have hra' : fluctuation c l r - r = a := hra
  have hne : r ≠ s := by
    rintro rfl
    linarith
  have hlt' : s < r := lt_of_le_of_ne hr.1 (Ne.symm hne)
  exact ⟨r, by linarith, by linarith⟩

/-- For `c ≥ 0` and a mesh of positive bare stiffnesses, a soft-mode solution is at most the
distance `c ∑ 1/l i - a` to the threshold. -/
theorem IsSoftMode.le_threshold_sub (hc : 0 ≤ c) (hl : ∀ i, 0 < l i)
    (hr : IsSoftMode a c l r) : r ≤ c * ∑ i, 1 / l i - a := by
  obtain ⟨hr0, hr⟩ := hr
  have h := fluctuation_anti (r := 0) hc (fun i => by simpa using hl i) hr0.le
  have h0 : fluctuation c l 0 = c * ∑ i, 1 / l i := by simp [fluctuation]
  linarith

/-- Omitting the Gamma point creates a threshold. For `c > 0` and positive bare stiffnesses `l i`,
the soft-mode equation with the Gamma point included has exactly one positive solution for every
`a`; with the Gamma point omitted, a positive solution exists if and only if `a < c ∑ 1/l i`. -/
theorem mesh_creates_transition (a : ℝ) (hc : 0 < c) (hl : ∀ i, 0 < l i) :
    (∃! r, IsSoftMode a c (withGamma l) r) ∧
      ((∃ r, IsSoftMode a c l r) ↔ a < c * ∑ i, 1 / l i) := by
  have hG : ∀ o, 0 ≤ withGamma l o := by
    intro o
    cases o with
    | none => exact le_refl (0 : ℝ)
    | some i => exact (hl i).le
  refine ⟨?_, ?_, ?_⟩
  · -- near r = 0 the Gamma term c / r exceeds any a
    have hD : 0 < |a| + c + 1 := by positivity
    have hs : 0 < c / (|a| + c + 1) := div_pos hc hD
    have hs1 : c / (|a| + c + 1) < 1 := by
      rw [div_lt_one hD]
      linarith [abs_nonneg a]
    have hinv : c / (c / (|a| + c + 1)) = |a| + c + 1 := by
      field_simp
    have hF : 0 ≤ fluctuation c l (c / (|a| + c + 1)) :=
      mul_nonneg hc.le (Finset.sum_nonneg fun i _ =>
        one_div_nonneg.mpr (add_pos hs (hl i)).le)
    obtain ⟨r, hr⟩ := exists_softMode (a := a) (l := withGamma l) hc.le hs.le
      (fun o => add_pos_of_pos_of_nonneg hs (hG o))
      (by rw [fluctuation_withGamma, hinv]; linarith [le_abs_self a])
    exact ⟨r, hr, fun t ht => IsSoftMode.unique hc.le hG ht hr⟩
  · rintro ⟨r, hr⟩
    have h := hr.le_threshold_sub hc.le hl
    linarith [hr.1]
  · -- without Gamma the fluctuation term is finite at r = 0
    intro h
    have h0 : fluctuation c l 0 = c * ∑ i, 1 / l i := by simp [fluctuation]
    exact exists_softMode hc.le le_rfl (fun i => by simpa using hl i) (by linarith)

/-- For `c > 0` and positive bare stiffnesses, the solution `s` without the Gamma point lies
strictly below the solution `r` with it. -/
theorem omitting_gamma_softens (hc : 0 < c) (hl : ∀ i, 0 < l i)
    (hr : IsSoftMode a c (withGamma l) r) (hs : IsSoftMode a c l s) : s < r := by
  obtain ⟨hr0, hr⟩ := hr
  rw [fluctuation_withGamma] at hr
  by_contra hle
  have h := fluctuation_anti hc.le (fun i => add_pos hr0 (hl i)) (not_lt.mp hle)
  linarith [hs.2, div_pos hc hr0]

/-- For `c > 0`, positive bare stiffnesses and `a` above the threshold `c ∑ 1/l i`, the
solution with the Gamma point is smaller than `c / (a - c ∑ 1/l i)`. -/
theorem gamma_tail (hc : 0 < c) (hl : ∀ i, 0 < l i) (ha : c * ∑ i, 1 / l i < a)
    (hr : IsSoftMode a c (withGamma l) r) : r < c / (a - c * ∑ i, 1 / l i) := by
  obtain ⟨hr0, hr⟩ := hr
  rw [fluctuation_withGamma] at hr
  have h := fluctuation_anti (r := 0) hc.le (fun i => by simpa using hl i) hr0.le
  have h0 : fluctuation c l 0 = c * ∑ i, 1 / l i := by simp [fluctuation]
  have h1 : a - c * ∑ i, 1 / l i < c / r := by linarith
  rw [lt_div_iff₀ hr0] at h1
  rw [lt_div_iff₀ (sub_pos.mpr ha)]
  linarith [mul_comm r (a - c * ∑ i, 1 / l i)]

end

end SoftModeMesh
```

```lean
#print axioms SoftModeMesh.mesh_creates_transition
#print axioms SoftModeMesh.omitting_gamma_softens
#print axioms SoftModeMesh.gamma_tail
```

```
'SoftModeMesh.mesh_creates_transition' depends on axioms: [propext, Classical.choice, Quot.sound]
'SoftModeMesh.omitting_gamma_softens' depends on axioms: [propext, Classical.choice, Quot.sound]
'SoftModeMesh.gamma_tail' depends on axioms: [propext, Classical.choice, Quot.sound]
```

## One common shift on a fixed finite mesh

In the file, `ι` is the finite set of mode labels and `l : ι → ℝ` gives their bare stiffnesses. `fluctuation c l r` is $F(r)$, and `IsSoftMode a c l r` says that $r$ is positive and solves the equation. `withGamma l` lives on `Option ι`, which is `ι` with one extra label, `none`; that label is the Gamma mode, with stiffness zero. Lean sets $1/0=0$, which would silently delete the Gamma term at $r=0$, but the condition `0 < r` in `IsSoftMode` keeps that point out.

The first half of `mesh_creates_transition` uses `∃!`, meaning exactly one solution. The second half is an equivalence about existence; uniqueness without Gamma follows from `IsSoftMode.unique`. The parameter $a$ may have either sign. The mesh without Gamma may even be empty: then $F=0$, and a positive solution exists exactly when $a<0$.

The equation is the starting point and is not derived from a lattice Hamiltonian. It assumes classical fluctuations, a single soft branch, equal weights for all modes and one shift $r+a$ shared by the whole mesh. Quantum occupation factors or a shift that depends on wavevector would give a different equation. The mesh is fixed and finite, so the theorems don't decide whether a transition survives as the mesh is refined. Nor do they describe the distorted phase beyond the threshold or compare free energies.

For a code, the guarantee concerns the positive roots of the equation in exact real arithmetic. It doesn't extend to rounding errors or to the convergence of a particular scheme: the iteration $r\leftarrow F(r)-a$, for instance, may fail to converge even where a solution exists.
